# Exchange sign \((-1)^k\) for two spins \(n/2\) coupled to total spin \(n-k\)

Units have \(\hbar=1\). Each spin has levels \(j=0,\dots,n\) with magnetic number \(n/2-j\), so level 0 is the highest.

```lean
import Mathlib

open Matrix
open scoped Kronecker

namespace ExchangeSymmetryCoupledSpins

noncomputable section
```

The ladder elements are \(\lambda_j=\sqrt{j(n+1-j)}\), with \(J_+|j\rangle=\lambda_j|j-1\rangle\).

```lean
/-- The ladder matrix element `√(j (n + 1 - j))` between levels `j` and `j - 1` of a spin `n/2`. -/
def ladder (n j : ℕ) : ℂ := (Real.sqrt ((j : ℝ) * ((n : ℝ) + 1 - j)) : ℝ)

/-- The raising matrix `J₊` of a spin `n/2`; level `j` has magnetic number `n/2 - j`. -/
def raise (n : ℕ) : Matrix (Fin (n + 1)) (Fin (n + 1)) ℂ :=
  Matrix.of fun i j => if (i : ℕ) + 1 = (j : ℕ) then ladder n j else 0

/-- The lowering matrix `J₋`, the transpose of the real matrix `J₊`. -/
def lower (n : ℕ) : Matrix (Fin (n + 1)) (Fin (n + 1)) ℂ := (raise n)ᵀ
```

The Cartesian components follow from \(J_\pm=J_x\pm iJ_y\).

```lean
/-- The spin component `Jx = (J₊ + J₋)/2`. -/
def spinX (n : ℕ) : Matrix (Fin (n + 1)) (Fin (n + 1)) ℂ := (1 / 2 : ℂ) • (raise n + lower n)

/-- The spin component `Jy = (J₊ - J₋)/(2i)`. -/
def spinY (n : ℕ) : Matrix (Fin (n + 1)) (Fin (n + 1)) ℂ :=
  (-Complex.I / 2) • (raise n - lower n)

/-- The spin component `Jz`, diagonal with entries `n/2 - j`. -/
def spinZ (n : ℕ) : Matrix (Fin (n + 1)) (Fin (n + 1)) ℂ :=
  Matrix.diagonal fun j => (n : ℂ) / 2 - ((j : ℕ) : ℂ)
```

A two-spin state is an amplitude function \(v(a,b)\), not necessarily normalised. Total operators are \(A\otimes1+1\otimes A\), and \(J^2\) is the sum of three squares. Exchange acts by \((Sv)(a,b)=v(b,a)\).

```lean
/-- The total operator `A ⊗ 1 + 1 ⊗ A` of two spins. -/
def total {n : ℕ} (A : Matrix (Fin (n + 1)) (Fin (n + 1)) ℂ) :
    Matrix (Fin (n + 1) × Fin (n + 1)) (Fin (n + 1) × Fin (n + 1)) ℂ :=
  A ⊗ₖ 1 + 1 ⊗ₖ A

/-- The square `J²` of the total spin. -/
def totalSq (n : ℕ) : Matrix (Fin (n + 1) × Fin (n + 1)) (Fin (n + 1) × Fin (n + 1)) ℂ :=
  total (spinX n) * total (spinX n) + total (spinY n) * total (spinY n)
    + total (spinZ n) * total (spinZ n)

/-- The exchange operator `S`, which swaps the two tensor factors. -/
def exchange {n : ℕ} (v : Fin (n + 1) × Fin (n + 1) → ℂ) : Fin (n + 1) × Fin (n + 1) → ℂ :=
  fun p => v (p.2, p.1)
```

The claim is that \(J^2v=(n-k)(n-k+1)v\) with \(0\le k\le n\) implies \(Sv=(-1)^kv\). No definite \(J_z\) is required.

## Ladder algebra of the total spin

`lev` turns a natural number into a level. The elements satisfy \(\lambda_j^2=j(n+1-j)\), are nonzero for \(1\le j\le n\), and end with \(\lambda_{n+1}=0\).

```lean
/-- The level with number `a`, read modulo `n + 1`. -/
def lev (n a : ℕ) : Fin (n + 1) := ⟨a % (n + 1), Nat.mod_lt _ n.succ_pos⟩

lemma lev_val {n a : ℕ} (h : a ≤ n) : (lev n a : ℕ) = a := Nat.mod_eq_of_lt (by omega)

lemma lev_self {n : ℕ} (a : Fin (n + 1)) : lev n a = a := Fin.ext (Nat.mod_eq_of_lt a.isLt)

lemma ladder_sq {n j : ℕ} (h : j ≤ n + 1) :
    ladder n j * ladder n j = (j : ℂ) * ((n : ℂ) + 1 - j) := by
  have h' : (j : ℝ) ≤ (n : ℝ) + 1 := by exact_mod_cast h
  unfold ladder
  rw [← Complex.ofReal_mul,
    Real.mul_self_sqrt (mul_nonneg (Nat.cast_nonneg j) (by linarith))]
  simp

lemma ladder_ne {n j : ℕ} (h0 : 0 < j) (h : j ≤ n) : ladder n j ≠ 0 := by
  intro hz
  have h1 := ladder_sq (n := n) (j := j) (by omega)
  rw [hz, zero_mul] at h1
  have e : ((j * (n + 1 - j) : ℕ) : ℂ) = 0 := by
    rw [Nat.cast_mul, Nat.cast_sub (by omega), Nat.cast_add, Nat.cast_one]
    exact h1.symm
  rcases Nat.mul_eq_zero.mp (Nat.cast_eq_zero.mp e) with h2 | h2 <;> omega

lemma ladder_top (n : ℕ) : ladder n (n + 1) = 0 := by simp [ladder]
```

Each row and each column of \(J_+\) has at most one nonzero entry. Hence \(J_+J_-\) and \(J_-J_+\) are diagonal, with entries \((i+1)(n-i)\) and \(i(n+1-i)\).

```lean
lemma raise_sum {n : ℕ} (i : Fin (n + 1)) (g : Fin (n + 1) → ℂ) :
    ∑ l, raise n i l * g l = ladder n (i + 1) * g (lev n (i + 1)) := by
  by_cases h : (i : ℕ) + 1 ≤ n
  · rw [Finset.sum_eq_single (lev n (i + 1))]
    · simp [raise, lev_val h]
    · intro l _ hl
      have h2 : (i : ℕ) + 1 ≠ l := fun e => hl (Fin.ext (by rw [lev_val h, e]))
      simp [raise, h2]
    · simp
  · have e : (i : ℕ) + 1 = n + 1 := by omega
    rw [e, ladder_top, zero_mul]
    refine Finset.sum_eq_zero fun l _ => ?_
    have h2 : (i : ℕ) + 1 ≠ l := by omega
    simp [raise, h2]

lemma raise_mul_lower {n : ℕ} (i j : Fin (n + 1)) : (raise n * lower n) i j =
    if i = j then (((i : ℕ) : ℂ) + 1) * ((n : ℂ) - ((i : ℕ) : ℂ)) else 0 := by
  rw [Matrix.mul_apply]
  refine (raise_sum i (fun l => lower n l j)).trans ?_
  by_cases h : (i : ℕ) + 1 ≤ n
  · simp only [lower, Matrix.transpose_apply, raise, Matrix.of_apply, lev_val h]
    by_cases hij : i = j
    · rw [← hij, if_pos rfl, if_pos rfl, ladder_sq (by omega)]
      push_cast
      ring
    · have h2 : ¬ (j : ℕ) + 1 = (i : ℕ) + 1 := fun e => hij (Fin.ext (by omega))
      rw [if_neg h2, if_neg hij, mul_zero]
  · have e : (i : ℕ) = n := by omega
    rw [e, ladder_top]
    simp

lemma lower_mul_raise {n : ℕ} (i j : Fin (n + 1)) : (lower n * raise n) i j =
    if i = j then ((i : ℕ) : ℂ) * ((n : ℂ) + 1 - ((i : ℕ) : ℂ)) else 0 := by
  rw [Matrix.mul_apply]
  simp only [lower, Matrix.transpose_apply, raise, Matrix.of_apply]
  by_cases hij : i = j
  · rw [← hij, if_pos rfl]
    by_cases h : (i : ℕ) = 0
    · simp [h]
    · have hv : (lev n (i - 1) : ℕ) = i - 1 := lev_val (by omega)
      rw [Finset.sum_eq_single (lev n (i - 1))]
      · rw [if_pos (by omega), ladder_sq (by omega)]
      · intro l _ hl
        have h2 : ¬ (l : ℕ) + 1 = i := fun e => hl (Fin.ext (by omega))
        rw [if_neg h2, zero_mul]
      · simp
  · rw [if_neg hij]
    refine Finset.sum_eq_zero fun l _ => ?_
    by_cases h1 : (l : ℕ) + 1 = i
    · have h2 : ¬ (l : ℕ) + 1 = j := fun e => hij (Fin.ext (by omega))
      rw [if_neg h2, mul_zero]
    · rw [if_neg h1, zero_mul]
```

Their difference is \(n-2i\), so \([J_+,J_-]=2J_z\). Since \(J_+\) raises the magnetic number by one, \([J_z,J_+]=J_+\). Both relations pass to the total operators, because the cross terms \(A\otimes B\) and \(B\otimes A\) cancel in the commutator.

```lean
lemma total_comm {n : ℕ} {A B C : Matrix (Fin (n + 1)) (Fin (n + 1)) ℂ}
    (h : A * B - B * A = C) : total A * total B - total B * total A = total C := by
  have h' : A * B = C + B * A := sub_eq_iff_eq_add.mp h
  simp only [total, add_mul, mul_add, ← Matrix.mul_kronecker_mul, one_mul, mul_one]
  rw [h', Matrix.add_kronecker, Matrix.kronecker_add]
  abel

/-- The total ladder operators of two spins satisfy `[J₊, J₋] = 2 Jz` and `[Jz, J₊] = J₊`. -/
theorem total_ladder_algebra (n : ℕ) :
    total (raise n) * total (lower n) - total (lower n) * total (raise n)
      = total (spinZ n) + total (spinZ n) ∧
    total (spinZ n) * total (raise n) - total (raise n) * total (spinZ n) = total (raise n) := by
  constructor
  · have h : raise n * lower n - lower n * raise n = spinZ n + spinZ n := by
      ext i j
      rw [Matrix.sub_apply, raise_mul_lower, lower_mul_raise]
      simp only [Matrix.add_apply, spinZ, Matrix.diagonal_apply]
      split_ifs <;> ring
    rw [total_comm h]
    simp only [total, Matrix.add_kronecker, Matrix.kronecker_add]
    abel
  · apply total_comm
    ext i j
    simp only [Matrix.sub_apply, spinZ, Matrix.diagonal_mul, Matrix.mul_diagonal, raise,
      Matrix.of_apply]
    split_ifs with h
    · rw [← h]
      push_cast
      ring
    · ring
```

From here \(J_\pm,J_z\) denote total operators. Then
\[
J_x^2+J_y^2=\tfrac12(J_+J_-+J_-J_+)=J_-J_++J_z .
\]

```lean
/-- The square of the total spin is `J² = J₋ J₊ + Jz² + Jz`. -/
theorem totalSq_eq (n : ℕ) : totalSq n = total (lower n) * total (raise n)
    + total (spinZ n) * total (spinZ n) + total (spinZ n) := by
  have hx : total (spinX n) = (1 / 2 : ℂ) • (total (raise n) + total (lower n)) := by
    ext ⟨a, b⟩ ⟨c, d⟩
    simp only [total, spinX, Matrix.add_apply, Matrix.smul_apply, Matrix.kroneckerMap_apply,
      smul_eq_mul]
    ring
  have hy : total (spinY n) = (-Complex.I / 2) • (total (raise n) - total (lower n)) := by
    ext ⟨a, b⟩ ⟨c, d⟩
    simp only [total, spinY, Matrix.add_apply, Matrix.sub_apply, Matrix.smul_apply,
      Matrix.kroneckerMap_apply, smul_eq_mul]
    ring
  have hI : (-Complex.I / 2) * (-Complex.I / 2) = -(1 / 4 : ℂ) := by
    linear_combination (1 / 4 : ℂ) * Complex.I_mul_I
  have h := sub_eq_iff_eq_add.mp (total_ladder_algebra n).1
  rw [totalSq, hx, hy, smul_mul_smul_comm, smul_mul_smul_comm, hI]
  simp only [mul_add, add_mul, mul_sub, sub_mul, h]
  module
```

Therefore
\[
[J^2,J_+]=-2J_zJ_++(J_zJ_++J_+J_z)+J_+=-[J_z,J_+]+J_+=0 .
\]
`noncomm_ring` checks this expansion without commuting the operators.

```lean
/-- The square of the total spin commutes with the total raising operator. -/
theorem totalSq_comm_raise (n : ℕ) :
    totalSq n * total (raise n) = total (raise n) * totalSq n := by
  obtain ⟨h1, h2⟩ := total_ladder_algebra n
  rw [totalSq_eq]
  generalize total (raise n) = P at *
  generalize total (lower n) = M at *
  generalize total (spinZ n) = Z at *
  linear_combination (norm := noncomm_ring) (-1 : ℤ) • (h1 * P) + Z * h2 + h2 * Z
```

On amplitudes, a total operator acts on each index in turn; \(J_z\) multiplies \(w(a,b)\) by \(n-a-b\). Swapping the indices only reorders the two terms, so \(S\) commutes with every total operator.

```lean
lemma total_mulVec {n : ℕ} (A : Matrix (Fin (n + 1)) (Fin (n + 1)) ℂ)
    (w : Fin (n + 1) × Fin (n + 1) → ℂ) (a b : Fin (n + 1)) :
    (total A *ᵥ w) (a, b) = ∑ l, A a l * w (l, b) + ∑ l, A b l * w (a, l) := by
  rw [total, Matrix.add_mulVec, Pi.add_apply]
  simp only [Matrix.mulVec, dotProduct, Matrix.kroneckerMap_apply, Fintype.sum_prod_type]
  congr 1
  · simp [Matrix.one_apply]
  · rw [Finset.sum_comm]
    simp [Matrix.one_apply]

lemma total_spinZ {n : ℕ} (w : Fin (n + 1) × Fin (n + 1) → ℂ) (a b : Fin (n + 1)) :
    (total (spinZ n) *ᵥ w) (a, b)
      = ((n : ℂ) - (((a : ℕ) : ℂ) + ((b : ℕ) : ℂ))) * w (a, b) := by
  rw [total_mulVec]
  simp only [spinZ, Matrix.diagonal_apply, ite_mul, zero_mul, Finset.sum_ite_eq,
    Finset.mem_univ, if_true]
  ring

/-- Exchange of the two spins commutes with every total operator `A ⊗ 1 + 1 ⊗ A`. -/
theorem exchange_total {n : ℕ} (A : Matrix (Fin (n + 1)) (Fin (n + 1)) ℂ)
    (w : Fin (n + 1) × Fin (n + 1) → ℂ) :
    exchange (total A *ᵥ w) = total A *ᵥ exchange w := by
  ext ⟨a, b⟩
  rw [total_mulVec]
  simp only [exchange]
  rw [total_mulVec, add_comm]
```

## The wrong exchange sign leaves no amplitude

If neighbouring amplitudes vanish together, one zero spreads along the whole chain.

```lean
lemma spread {q : ℕ → Prop} {lo hi p r : ℕ}
    (h : ∀ a, lo ≤ a → a < hi → (q (a + 1) ↔ q a))
    (hp : lo ≤ p ∧ p ≤ hi) (hr : lo ≤ r ∧ r ≤ hi) (hq : q p) : q r := by
  have key : ∀ d, lo + d ≤ hi → (q (lo + d) ↔ q lo) := by
    intro d
    induction d with
    | zero => intro _; exact Iff.rfl
    | succ d ih => intro hd; exact (h (lo + d) (by omega) (by omega)).trans (ih (by omega))
  have h1 := key (p - lo) (by omega)
  have h2 := key (r - lo) (by omega)
  rw [Nat.add_sub_cancel' hp.1] at h1
  rw [Nat.add_sub_cancel' hr.1] at h2
  exact h2.mpr (h1.mp hq)
```

Let \(w\) satisfy the \(J^2\) equation and \(Sw=-(-1)^kw\). We show \(w(a,b)=0\) by strong induction on \(t=a+b\). The vector \(J_+w\) has the same two properties, so it vanishes on sum \(t-1\) (`hu`).

If \(t\le n\) and \(t\ne k\), then \(J_-J_+w\) vanishes on sum \(t\), and the \(J^2\) equation becomes
\[
(k-t)(2n-t-k+1)\,w(a,b)=0 .
\]
Both factors are nonzero, so \(w(a,b)=0\).

Otherwise, for \(c+d+1=t\), `hrec` reads
\[
\lambda_{c+1}w(c+1,d)+\lambda_{d+1}w(c,d+1)=0 .
\]
A first zero (`seed`) arises as follows:

- For \(t>n\), setting \(c=n\) removes the first term and gives \(w(n,t-n)=0\).
- For \(t=k=2c\), exchange gives \(w(c,c)=-w(c,c)\).
- For \(t=k=2c+1\), exchange gives \(w(c+1,c)=w(c,c+1)\), and the recursion with \(d=c\) gives \(2\lambda_{c+1}w(c,c+1)=0\).

The recursion then spreads the zero to all amplitudes with \(a+b=t\).

```lean
/-- A vector with total spin `n - k` and exchange sign `-(-1)^k` has zero amplitude on every
product level `(a, b)` with `a + b = t`. -/
theorem wrong_sign_vanishes {n k : ℕ} (hk : k ≤ n) (t : ℕ) :
    ∀ w : Fin (n + 1) × Fin (n + 1) → ℂ,
      totalSq n *ᵥ w = (((n : ℂ) - k) * ((n : ℂ) - k + 1)) • w →
      exchange w = (-(-1 : ℂ) ^ k) • w →
      ∀ a b : Fin (n + 1), (a : ℕ) + (b : ℕ) = t → w (a, b) = 0 := by
  induction t using Nat.strong_induction_on with
  | _ t ih =>
  intro w hJ hS a b hab
  -- the raised vector has the same properties, so it vanishes one level higher up
  have hu : ∀ c d : Fin (n + 1), (c : ℕ) + (d : ℕ) + 1 = t →
      (total (raise n) *ᵥ w) (c, d) = 0 := by
    intro c d hcd
    refine ih ((c : ℕ) + (d : ℕ)) (by omega) _ ?_ ?_ c d rfl
    · rw [Matrix.mulVec_mulVec, totalSq_comm_raise, ← Matrix.mulVec_mulVec, hJ,
        Matrix.mulVec_smul]
    · rw [exchange_total, hS, Matrix.mulVec_smul]
  by_cases hC : t ≤ n ∧ t ≠ k
  · -- here the eigenvalue equation of `J²` leaves no room for an amplitude
    have hl : (total (lower n) *ᵥ (total (raise n) *ᵥ w)) (a, b) = 0 := by
      rw [total_mulVec]
      have h1 : ∀ c d : Fin (n + 1), (c : ℕ) + 1 ≠ d → lower n d c = 0 := by
        intro c d h
        simp [lower, raise, h]
      have e1 : ∑ l, lower n a l * (total (raise n) *ᵥ w) (l, b) = 0 := by
        refine Finset.sum_eq_zero fun l _ => ?_
        by_cases h : (l : ℕ) + 1 = a
        · rw [hu l b (by omega), mul_zero]
        · rw [h1 l a h, zero_mul]
      have e2 : ∑ l, lower n b l * (total (raise n) *ᵥ w) (a, l) = 0 := by
        refine Finset.sum_eq_zero fun l _ => ?_
        by_cases h : (l : ℕ) + 1 = b
        · rw [hu a l (by omega), mul_zero]
        · rw [h1 l b h, zero_mul]
      rw [e1, e2, add_zero]
    have h := congrFun hJ (a, b)
    have ht : ((a : ℕ) : ℂ) + ((b : ℕ) : ℂ) = (t : ℂ) := by exact_mod_cast hab
    rw [totalSq_eq] at h
    simp only [Matrix.add_mulVec, ← Matrix.mulVec_mulVec, Pi.add_apply, hl, total_spinZ,
      Pi.smul_apply, smul_eq_mul, ht] at h
    have e : (((k : ℂ) - t) * (((n : ℂ) - t) + ((n : ℂ) - k) + 1)) * w (a, b) = 0 := by
      linear_combination h
    have n1 : (k : ℂ) - t ≠ 0 := sub_ne_zero.mpr (by exact_mod_cast hC.2.symm)
    have n2 : ((n : ℂ) - t) + ((n : ℂ) - k) + 1 ≠ 0 := by
      rw [← Nat.cast_sub hC.1, ← Nat.cast_sub hk]
      exact_mod_cast Nat.succ_ne_zero ((n - t) + (n - k))
    exact (mul_eq_zero.mp e).resolve_left (mul_ne_zero n1 n2)
  · -- neighbouring amplitudes are tied together, as `J₊ w` vanishes on sum `t - 1`
    have hrec : ∀ c d : ℕ, c ≤ n → d ≤ n → c + d + 1 = t →
        ladder n (c + 1) * w (lev n (c + 1), lev n d)
          + ladder n (d + 1) * w (lev n c, lev n (d + 1)) = 0 := by
      intro c d hc hd hcd
      have h := hu (lev n c) (lev n d) (by rw [lev_val hc, lev_val hd]; exact hcd)
      rw [total_mulVec, raise_sum (lev n c) (fun l => w (l, lev n d)),
        raise_sum (lev n d) (fun l => w (lev n c, l)), lev_val hc, lev_val hd] at h
      exact h
    have hS' : ∀ x y, w (y, x) = (-(-1 : ℂ) ^ k) * w (x, y) := fun x y => congrFun hS (x, y)
    have ha := a.isLt
    have hb := b.isLt
    -- one amplitude of the level is zero: at the edge, or in the middle by exchange
    have seed : ∃ p, (t - n ≤ p ∧ p ≤ min t n) ∧ w (lev n p, lev n (t - p)) = 0 := by
      by_cases htn : n < t
      · refine ⟨n, by omega, ?_⟩
        have h := hrec n (t - n - 1) le_rfl (by omega) (by omega)
        rw [ladder_top, zero_mul, zero_add, show t - n - 1 + 1 = t - n by omega] at h
        exact (mul_eq_zero.mp h).resolve_left (ladder_ne (by omega) (by omega))
      · have htk : t = k := by
          by_contra hne
          exact hC ⟨by omega, hne⟩
        rcases Nat.even_or_odd k with he | ho
        · obtain ⟨c, hc⟩ := id he
          refine ⟨c, by omega, ?_⟩
          have h := hS' (lev n c) (lev n c)
          rw [he.neg_one_pow] at h
          rw [show t - c = c by omega]
          linear_combination (1 / 2 : ℂ) * h
        · obtain ⟨c, hc⟩ := id ho
          refine ⟨c, by omega, ?_⟩
          have h := hS' (lev n c) (lev n (c + 1))
          rw [ho.neg_one_pow] at h
          have h2 := hrec c c (by omega) (by omega) (by omega)
          rw [show t - c = c + 1 by omega]
          have h3 : ladder n (c + 1) * w (lev n c, lev n (c + 1)) = 0 := by
            linear_combination (1 / 2 : ℂ) * h2 - (ladder n (c + 1) / 2) * h
          exact (mul_eq_zero.mp h3).resolve_left (ladder_ne (by omega) (by omega))
    obtain ⟨p, hp, hp0⟩ := seed
    have hfin : w (lev n a, lev n (t - a)) = 0 := by
      refine spread (q := fun c => w (lev n c, lev n (t - c)) = 0) (lo := t - n)
        (hi := min t n) ?_ hp (by omega) hp0
      intro c hc1 hc2
      have h := hrec c (t - (c + 1)) (by omega) (by omega) (by omega)
      rw [show t - (c + 1) + 1 = t - c by omega] at h
      have l1 : ladder n (c + 1) ≠ 0 := ladder_ne (by omega) (by omega)
      have l2 : ladder n (t - c) ≠ 0 := ladder_ne (by omega) (by omega)
      constructor
      · intro h0
        rw [h0, mul_zero, zero_add] at h
        exact (mul_eq_zero.mp h).resolve_left l2
      · intro h0
        rw [h0, mul_zero, add_zero] at h
        exact (mul_eq_zero.mp h).resolve_left l1
    rw [show t - (a : ℕ) = (b : ℕ) by omega, lev_self, lev_self] at hfin
    exact hfin
```

## The exchange sign of a coupled state

Put \(w=Sv-(-1)^kv\). It obeys the same \(J^2\) equation, and \(S^2=1\) gives \(Sw=v-(-1)^kSv=-(-1)^kw\). Hence \(w=0\).

In the theorem, `hv` is the eigenvalue equation, with \(n-k\) computed in the complex numbers. It is assumed of \(v\); the existence of a nonzero solution is not part of the statement.

```lean
/-- Every state of two spins `n/2` with total spin `n - k` is multiplied by `(-1)^k` when the
two spins are exchanged. -/
theorem exchange_eq_of_total_spin {n k : ℕ} (hk : k ≤ n) (v : Fin (n + 1) × Fin (n + 1) → ℂ)
    (hv : totalSq n *ᵥ v = (((n : ℂ) - k) * ((n : ℂ) - k + 1)) • v) :
    exchange v = ((-1 : ℂ) ^ k) • v := by
  have hadd : ∀ x y : Fin (n + 1) × Fin (n + 1) → ℂ,
      exchange (x + y) = exchange x + exchange y := fun _ _ => rfl
  have hcomm : totalSq n *ᵥ exchange v = exchange (totalSq n *ᵥ v) := by
    simp only [totalSq, Matrix.add_mulVec, ← Matrix.mulVec_mulVec, hadd, exchange_total]
  have hsq : (-1 : ℂ) ^ k * (-1 : ℂ) ^ k = 1 := by
    rw [← mul_pow]
    norm_num
  -- the part of `v` with the wrong exchange sign
  have hJ : totalSq n *ᵥ (exchange v - ((-1 : ℂ) ^ k) • v)
      = (((n : ℂ) - k) * ((n : ℂ) - k + 1)) • (exchange v - ((-1 : ℂ) ^ k) • v) := by
    have hs : exchange ((((n : ℂ) - k) * ((n : ℂ) - k + 1)) • v)
        = (((n : ℂ) - k) * ((n : ℂ) - k + 1)) • exchange v := rfl
    rw [Matrix.mulVec_sub, Matrix.mulVec_smul, hcomm, hv, hs, smul_sub, smul_comm]
  have hS : exchange (exchange v - ((-1 : ℂ) ^ k) • v)
      = (-(-1 : ℂ) ^ k) • (exchange v - ((-1 : ℂ) ^ k) • v) := by
    ext ⟨a, b⟩
    simp only [exchange, Pi.sub_apply, Pi.smul_apply, smul_eq_mul]
    linear_combination (-v (a, b)) * hsq
  ext ⟨a, b⟩
  exact sub_eq_zero.mp (wrong_sign_vanishes hk _ _ hJ hS a b rfl)
```

For \(v\ne0\), odd \(k\) gives \(Sv=-v\ne v\), so symmetry holds exactly when \(k\) is even.

```lean
/-- A nonzero state of two spins `n/2` with total spin `n - k` is symmetric under exchange
if and only if `k` is even. -/
theorem exchange_symmetric_iff_even {n k : ℕ} (hk : k ≤ n)
    (v : Fin (n + 1) × Fin (n + 1) → ℂ) (h0 : v ≠ 0)
    (hv : totalSq n *ᵥ v = (((n : ℂ) - k) * ((n : ℂ) - k + 1)) • v) :
    exchange v = v ↔ Even k := by
  rw [exchange_eq_of_total_spin hk v hv]
  constructor
  · intro h
    by_contra hne
    rw [(Nat.not_even_iff_odd.mp hne).neg_one_pow] at h
    apply h0
    ext p
    have hp := congrFun h p
    simp only [Pi.smul_apply, smul_eq_mul] at hp
    rw [Pi.zero_apply]
    linear_combination (-1 / 2 : ℂ) * hp
  · intro he
    rw [he.neg_one_pow, one_smul]

end

end ExchangeSymmetryCoupledSpins
```
```lean
#print axioms ExchangeSymmetryCoupledSpins.exchange_eq_of_total_spin
#print axioms ExchangeSymmetryCoupledSpins.exchange_symmetric_iff_even
```

```
'ExchangeSymmetryCoupledSpins.exchange_eq_of_total_spin' depends on axioms: [propext, Classical.choice, Quot.sound]
'ExchangeSymmetryCoupledSpins.exchange_symmetric_iff_even' depends on axioms: [propext, Classical.choice, Quot.sound]
```

For the spin part alone of two electrons (\(n=1\)), this gives the symmetric triplet and the antisymmetric singlet, whose spatial factors have the opposite symmetry, because the full state of two electrons is antisymmetric.

## Two spins 1, and uniqueness of the top state

For \(n=k=2\), \(\lambda_1=\lambda_2=\sqrt2\). On \(a+b=2\), \(J_+v=0\) makes neighbouring amplitudes opposite:
\[
v=\frac{|0,2\rangle-|1,1\rangle+|2,0\rangle}{\sqrt3}.
\]
Here \(J_zv=0\), so \(J^2v=0\), and \(Sv=v=(-1)^2v\).

For each \(k\le n\), the state with total spin and magnetic number both \(n-k\) is unique up to a factor; this is shown here by hand, not in Lean. For such a state \(v\), the formula \(J^2=J_-J_++J_z^2+J_z\) gives \(J_-J_+v=0\). Since \(J_-\) is the adjoint of \(J_+\), \(\|J_+v\|^2=0\), so \(J_+v=0\). The recursion then holds on \(a+b=k\), where all the amplitudes lie, and one amplitude fixes all the others.
